# Averaging Conjugate Gradient Iterates with Weights 1/‖rᵢ‖² Minimizes the Residual over the Krylov Space

A conjugate gradient run that is stopped early can return a point with a larger residual than the starting guess. The method minimizes the error in the norm defined by A, and the residual norm ‖b − Ax‖ may rise from one step to the next. The iterates already computed nevertheless determine the point with the smallest residual in the space searched so far.

Let A be a symmetric positive definite operator on a real inner product space. Conjugate gradients start from x₀ with r₀ = p₀ = b − Ax₀ and repeat

αₙ = ‖rₙ‖² / ⟨pₙ, Apₙ⟩, xₙ₊₁ = xₙ + αₙpₙ, rₙ₊₁ = rₙ − αₙApₙ,

βₙ = ‖rₙ₊₁‖² / ‖rₙ‖², pₙ₊₁ = rₙ₊₁ + βₙpₙ.

Let Kₖ be the span of r₀, Ar₀, …, Aᵏ⁻¹r₀, with K₀ = {0}. Suppose r₀, …, rₖ are nonzero, and set

W = ∑ᵢ 1/‖rᵢ‖², wᵢ = 1/(W‖rᵢ‖²), x̄ = ∑ᵢ wᵢxᵢ, with i = 0, …, k.

Then x̄ is the unique minimizer of ‖b − Ay‖ over y in x₀ + Kₖ. This is the k-th iterate of MINRES started at x₀.

## Orthogonal residuals make the average optimal

By induction rₙ = b − Axₙ, since both sides change by −αₙApₙ. Next, ⟨rₙ, pₙ⟩ = ‖rₙ‖² holds at n = 0, and it gives

⟨rₙ₊₁, pₙ⟩ = ‖rₙ‖² − αₙ⟨Apₙ, pₙ⟩ = 0,

⟨rₙ₊₁, pₙ₊₁⟩ = ‖rₙ₊₁‖² + βₙ⟨rₙ₊₁, pₙ⟩ = ‖rₙ₊₁‖².

So pₙ ≠ 0 while rₙ ≠ 0, the step length αₙ is positive, and

Apₙ = (rₙ − rₙ₊₁)/αₙ.

Assume that rₙ is orthogonal to pᵢ and rᵢ, and pₙ to Apᵢ, for all i < n. For such i,

⟨rₙ₊₁, pᵢ⟩ = ⟨rₙ, pᵢ⟩ − αₙ⟨pₙ, Apᵢ⟩ = 0,

and the case i = n was shown above. Since r₀ = p₀ and rᵢ = pᵢ − βᵢ₋₁pᵢ₋₁ for i ≥ 1, also ⟨rₙ₊₁, rᵢ⟩ = 0 for i ≤ n. Conjugacy follows, for i < n and for i = n respectively:

⟨pₙ₊₁, Apᵢ⟩ = ⟨rₙ₊₁, rᵢ − rᵢ₊₁⟩/αᵢ + βₙ⟨pₙ, Apᵢ⟩ = 0,

⟨pₙ₊₁, Apₙ⟩ = −‖rₙ₊₁‖²/αₙ + βₙ‖rₙ‖²/αₙ = 0.

The directions p₀, …, pₖ₋₁ span Kₖ. Each rᵢ is a combination of p₀, …, pᵢ, so Apᵢ, a multiple of rᵢ − rᵢ₊₁, is a combination of p₀, …, pᵢ₊₁, and by induction Aⁱr₀ lies in the span of p₀, …, pᵢ. Conversely, the recurrences place rᵢ and pᵢ in Kᵢ₊₁. Since xᵢ − x₀ is a sum of αⱼpⱼ with j < i, the average x̄ lies in x₀ + Kₖ.

Because the weights sum to one, the residual of x̄ is s = ∑ᵢ wᵢrᵢ. Orthogonality gives, for every j ≤ k,

⟨s, rⱼ⟩ = wⱼ‖rⱼ‖² = 1/W.

This value does not depend on j, so s is orthogonal to rᵢ − rᵢ₊₁, hence to Apᵢ for i < k, hence to AKₖ. For y in x₀ + Kₖ put z = x̄ − y, which lies in Kₖ. Then b − Ay = s + Az and

‖b − Ay‖² = ‖s‖² + ‖Az‖².

If y ≠ x̄, then ⟨z, Az⟩ > 0 forces Az ≠ 0, so ‖b − Ay‖ > ‖s‖.

## Two unknowns, one step

Take A = diag(1, 16), b = (2, 1), x₀ = 0 and k = 1. Then r₀ = (2, 1), ‖r₀‖² = 5 and α₀ = 5/20 = 1/4, so

x₁ = (1/2, 1/4), r₁ = (3/2, −3), ‖r₁‖² = 45/4.

The squared residual has more than doubled. The weights are proportional to 1/5 and 4/45, so w₀ = 9/13 and w₁ = 4/13. The average is x̄ = (2/13, 1/13), with residual (24/13, −3/13) and squared norm 45/13 ≈ 3.46. Minimizing ‖b − tAb‖ directly gives t = 20/260 = 1/13, the same point.

## Conjugate gradients as a recursion on states

The space `E` is any real inner product space, of finite or infinite dimension; real matrices acting on Euclidean space are the usual case.

```lean
import Mathlib

open scoped InnerProductSpace

namespace ConjugateGradientAveraging

noncomputable section

variable {E : Type*} [NormedAddCommGroup E] [InnerProductSpace ℝ E]
```

`IsSPD` combines symmetry with ⟨v, Av⟩ > 0 for every nonzero v.

```lean
/-- The operator `A` is symmetric and positive definite. -/
def IsSPD (A : E →ₗ[ℝ] E) : Prop :=
  A.IsSymmetric ∧ ∀ v, v ≠ 0 → 0 < ⟪v, A v⟫_ℝ
```

A state holds the iterate, the residual and the search direction.

```lean
/-- The data of conjugate gradients: iterate `x`, residual `r`, search direction `p`. -/
structure State (E : Type*) where
  x : E
  r : E
  p : E
```

The step length is αₙ, and `step` carries out the update displayed above.

```lean
/-- The step length `‖r‖² / ⟨p, A p⟩`, meaningful for `⟨p, A p⟩ ≠ 0`. -/
def stepLength (A : E →ₗ[ℝ] E) (s : State E) : ℝ := ‖s.r‖ ^ 2 / ⟪s.p, A s.p⟫_ℝ

/-- One conjugate gradient update, meaningful for `r ≠ 0` and `⟨p, A p⟩ ≠ 0`. -/
def step (A : E →ₗ[ℝ] E) (s : State E) : State E :=
  let r' := s.r - stepLength A s • A s.p
  ⟨s.x + stepLength A s • s.p, r', r' + (‖r'‖ ^ 2 / ‖s.r‖ ^ 2) • s.p⟩

/-- The successive states of conjugate gradients for `A x = b`, started at `x₀`. -/
def cg (A : E →ₗ[ℝ] E) (b x₀ : E) : ℕ → State E
  | 0 => ⟨x₀, b - A x₀, b - A x₀⟩
  | n + 1 => step A (cg A b x₀ n)
```

Lean sets division by zero to zero, and the recursion stands still once the residual vanishes. Several lemmas therefore hold for every `n`, even after convergence.

The Krylov space and the span of the directions are both instances of `firstSpan`, which takes the vectors with indices 0, …, k − 1.

```lean
/-- The span of the first `k` vectors of a sequence. -/
abbrev firstSpan (f : ℕ → E) (k : ℕ) : Submodule ℝ E := Submodule.span ℝ (f '' Set.Iio k)

/-- The `k`-th Krylov space, spanned by `v, A v, ..., A^(k-1) v`. -/
abbrev krylov (A : E →ₗ[ℝ] E) (v : E) (k : ℕ) : Submodule ℝ E :=
  firstSpan (fun i => (⇑A)^[i] v) k
```

The next two definitions are wᵢ and x̄.

```lean
/-- The weight of `x_i` among `x_0, ..., x_k`: proportional to `1/‖r_i‖²` and normalised,
for nonzero residuals. -/
def weight (A : E →ₗ[ℝ] E) (b x₀ : E) (k i : ℕ) : ℝ :=
  1 / ‖(cg A b x₀ i).r‖ ^ 2 / ∑ j ∈ Finset.range (k + 1), 1 / ‖(cg A b x₀ j).r‖ ^ 2

/-- The weighted average of the iterates `x_0, ..., x_k`, for nonzero residuals. -/
def weightedAverage (A : E →ₗ[ℝ] E) (b x₀ : E) (k : ℕ) : E :=
  ∑ i ∈ Finset.range (k + 1), weight A b x₀ k i • (cg A b x₀ i).x
```

## From the update to orthogonality and Krylov spaces

The bold letters abbreviate xᵢ, rᵢ, pᵢ and αᵢ, and `𝐏 m` is the span of the first m directions. Two lemmas on spans come first.

```lean
variable {A : E →ₗ[ℝ] E} {b x₀ : E}

local notation "𝐱" i:max => State.x (cg A b x₀ i)
local notation "𝐫" i:max => State.r (cg A b x₀ i)
local notation "𝐩" i:max => State.p (cg A b x₀ i)
local notation "𝐚" i:max => stepLength A (cg A b x₀ i)
local notation "𝐏" m:max => firstSpan (fun j => State.p (cg A b x₀ j)) m

/-- A subspace containing the first `k` vectors of a sequence contains their span. -/
theorem firstSpan_le {f : ℕ → E} {k : ℕ} {V : Submodule ℝ E} (hf : ∀ i < k, f i ∈ V) :
    firstSpan f k ≤ V := by
  refine Submodule.span_le.2 ?_
  rintro _ ⟨i, hi, rfl⟩
  exact hf i hi

/-- Each of the first `k` vectors of a sequence lies in their span. -/
theorem mem_firstSpan (f : ℕ → E) (i : ℕ) {k : ℕ} (hi : i < k) : f i ∈ firstSpan f k :=
  Submodule.subset_span ⟨i, hi, rfl⟩
```

The recursive residual is the true one, by induction on the step.

```lean
/-- The recursively updated residual is the true residual `b - A x`. -/
theorem residual_eq (n : ℕ) : 𝐫 n = b - A (𝐱 n) := by
  induction n with
  | zero => rfl
  | succ n ih =>
    change 𝐫 n - 𝐚 n • A (𝐩 n) = b - A (𝐱 n + 𝐚 n • 𝐩 n)
    rw [ih, map_add, map_smul, sub_sub]
```

The auxiliary claim `next` derives ⟨rₙ₊₁, pₙ⟩ = 0 from ⟨rₙ, pₙ⟩ = ‖rₙ‖², and the induction alternates between the two as above.

```lean
/-- For symmetric positive definite `A`, `⟨r_n, p_n⟩ = ‖r_n‖²` and `r_(n+1)` is orthogonal
to `p_n`. -/
theorem residual_direction (h : IsSPD A) (n : ℕ) :
    ⟪𝐫 n, 𝐩 n⟫_ℝ = ‖𝐫 n‖ ^ 2 ∧ ⟪𝐫 (n + 1), 𝐩 n⟫_ℝ = 0 := by
  have next (m : ℕ) (hm : ⟪𝐫 m, 𝐩 m⟫_ℝ = ‖𝐫 m‖ ^ 2) : ⟪𝐫 (m + 1), 𝐩 m⟫_ℝ = 0 := by
    by_cases hp : 𝐩 m = 0
    · rw [hp, inner_zero_right]
    · have hs := h.1 (𝐩 m) (𝐩 m)
      change ⟪𝐫 m - 𝐚 m • A (𝐩 m), 𝐩 m⟫_ℝ = 0
      rw [inner_sub_left, real_inner_smul_left, hm, hs, stepLength,
        div_mul_cancel₀ _ (h.2 _ hp).ne', sub_self]
  induction n with
  | zero => exact ⟨real_inner_self_eq_norm_sq _, next 0 (real_inner_self_eq_norm_sq _)⟩
  | succ n ih =>
    have e : ⟪𝐫 (n + 1), 𝐩 (n + 1)⟫_ℝ = ‖𝐫 (n + 1)‖ ^ 2 := by
      have hp : 𝐩 (n + 1) = 𝐫 (n + 1) + (‖𝐫 (n + 1)‖ ^ 2 / ‖𝐫 n‖ ^ 2) • 𝐩 n := rfl
      rw [hp, inner_add_right, real_inner_smul_right, ih.2, mul_zero, add_zero,
        real_inner_self_eq_norm_sq]
    exact ⟨e, next _ e⟩
```

The coefficient in `apply_direction` is 1/αₙ when rₙ ≠ 0. When rₙ = 0 the direction is zero as well, and both sides vanish.

```lean
/-- For symmetric positive definite `A`, `A p_n` is a multiple of `r_n - r_(n+1)`. -/
theorem apply_direction (h : IsSPD A) (n : ℕ) :
    A (𝐩 n) = (⟪𝐩 n, A (𝐩 n)⟫_ℝ / ‖𝐫 n‖ ^ 2) • (𝐫 n - 𝐫 (n + 1)) := by
  by_cases h0 : 𝐫 n = 0
  · -- after convergence the direction vanishes too
    have hp : 𝐩 n = 0 := by
      cases n with
      | zero => exact h0
      | succ m =>
        have hp : 𝐩 (m + 1) = 𝐫 (m + 1) + (‖𝐫 (m + 1)‖ ^ 2 / ‖𝐫 m‖ ^ 2) • 𝐩 m := rfl
        rw [hp, h0]
        simp
    simp [hp]
  · have hr : 𝐫 (n + 1) = 𝐫 n - 𝐚 n • A (𝐩 n) := rfl
    have h2 : ‖𝐫 n‖ ^ 2 ≠ 0 := pow_ne_zero 2 (norm_ne_zero_iff.2 h0)
    have hp : 𝐩 n ≠ 0 := fun hp =>
      h2 (by rw [← (residual_direction h n).1, hp, inner_zero_right])
    have h1 := (h.2 _ hp).ne'
    have h3 : ⟪𝐩 n, A (𝐩 n)⟫_ℝ / ‖𝐫 n‖ ^ 2 * 𝐚 n = 1 := by
      rw [stepLength]
      field_simp
    rw [hr, sub_sub_cancel, smul_smul, h3, one_smul]
```

In the induction for orthogonality, `h1` treats earlier directions and `h2` earlier residuals. The last part proves conjugacy, with `h3` supplying the case i = n.

```lean
/-- For symmetric positive definite `A`, each residual is orthogonal to all earlier directions
and residuals, and the search directions are `A`-conjugate. -/
theorem orthogonality (h : IsSPD A) (n : ℕ) : ∀ i < n,
    ⟪𝐫 n, 𝐩 i⟫_ℝ = 0 ∧ ⟪𝐫 n, 𝐫 i⟫_ℝ = 0 ∧ ⟪𝐩 n, A (𝐩 i)⟫_ℝ = 0 := by
  induction n with
  | zero => exact fun i hi => absurd hi (Nat.not_lt_zero i)
  | succ n ih =>
    have hr : 𝐫 (n + 1) = 𝐫 n - 𝐚 n • A (𝐩 n) := rfl
    have hp : 𝐩 (n + 1) = 𝐫 (n + 1) + (‖𝐫 (n + 1)‖ ^ 2 / ‖𝐫 n‖ ^ 2) • 𝐩 n := rfl
    have h1 : ∀ i < n + 1, ⟪𝐫 (n + 1), 𝐩 i⟫_ℝ = 0 := by
      intro i hi
      rcases (by omega : i < n ∨ i = n) with hin | hin
      · have hs := h.1 (𝐩 n) (𝐩 i)
        rw [hr, inner_sub_left, real_inner_smul_left, hs, (ih i hin).1, (ih i hin).2.2,
          mul_zero, sub_zero]
      · rw [hin]
        exact (residual_direction h n).2
    -- every residual is a combination of at most two directions
    have h2 : ∀ i < n + 1, ⟪𝐫 (n + 1), 𝐫 i⟫_ℝ = 0 := by
      intro i hi
      cases i with
      | zero => exact h1 0 hi
      | succ m =>
        have hm : 𝐫 (m + 1) = 𝐩 (m + 1) - (‖𝐫 (m + 1)‖ ^ 2 / ‖𝐫 m‖ ^ 2) • 𝐩 m :=
          eq_sub_of_add_eq rfl
        rw [hm, inner_sub_right, real_inner_smul_right, h1 _ hi, h1 m (by omega),
          mul_zero, sub_zero]
    intro i hi
    refine ⟨h1 i hi, h2 i hi, ?_⟩
    rcases (by omega : i < n ∨ i = n) with hin | hin
    · rw [hp, inner_add_left, real_inner_smul_left, (ih i hin).2.2, apply_direction h i,
        real_inner_smul_right, inner_sub_right, h2 i hi, h2 (i + 1) (by omega)]
      simp
    · have h3 : ⟪𝐫 (n + 1), A (𝐩 n)⟫_ℝ =
          ⟪𝐩 n, A (𝐩 n)⟫_ℝ / ‖𝐫 n‖ ^ 2 * (0 - ‖𝐫 (n + 1)‖ ^ 2) := by
        conv_lhs => rw [apply_direction h n, real_inner_smul_right, inner_sub_right,
          h2 n (by omega), real_inner_self_eq_norm_sq]
      rw [hin, hp, inner_add_left, real_inner_smul_left, h3]
      ring
```

The equality of the two spans is proved by two inclusions. In each, `hA` says that applying A raises the index of the space by at most one.

```lean
/-- For symmetric positive definite `A`, the first `k` search directions span the `k`-th Krylov
space of the initial residual. -/
theorem krylov_eq (h : IsSPD A) (k : ℕ) : krylov A (b - A x₀) k = 𝐏 k := by
  have up (f : ℕ → E) (m n : ℕ) (hmn : m ≤ n) : firstSpan f m ≤ firstSpan f n :=
    firstSpan_le fun i hi => mem_firstSpan f i (lt_of_lt_of_le hi hmn)
  apply le_antisymm
  · have hR (i : ℕ) : 𝐫 i ∈ 𝐏 (i + 1) := by
      cases i with
      | zero => exact mem_firstSpan (fun j => 𝐩 j) 0 (by omega)
      | succ m =>
        have hm : 𝐫 (m + 1) = 𝐩 (m + 1) - (‖𝐫 (m + 1)‖ ^ 2 / ‖𝐫 m‖ ^ 2) • 𝐩 m :=
          eq_sub_of_add_eq rfl
        rw [hm]
        exact Submodule.sub_mem _ (mem_firstSpan (fun j => 𝐩 j) (m + 1) (by omega))
          (Submodule.smul_mem _ _ (mem_firstSpan (fun j => 𝐩 j) m (by omega)))
    -- applying `A` costs one more direction
    have hA (m : ℕ) : 𝐏 m ≤ (𝐏 (m + 1)).comap A := by
      refine firstSpan_le fun i hi => ?_
      change A (𝐩 i) ∈ 𝐏 (m + 1)
      rw [apply_direction h i]
      exact Submodule.smul_mem _ _ (Submodule.sub_mem _
        (up _ (i + 1) (m + 1) (by omega) (hR i))
        (up _ (i + 1 + 1) (m + 1) (by omega) (hR (i + 1))))
    have hI (i : ℕ) : (⇑A)^[i] (b - A x₀) ∈ 𝐏 (i + 1) := by
      induction i with
      | zero => exact hR 0
      | succ i ih =>
        rw [Function.iterate_succ_apply']
        exact hA _ ih
    exact firstSpan_le fun i hi => up _ (i + 1) k hi (hI i)
  · have hA (m : ℕ) : krylov A (b - A x₀) m ≤ (krylov A (b - A x₀) (m + 1)).comap A := by
      refine firstSpan_le fun i hi => ?_
      change A ((⇑A)^[i] (b - A x₀)) ∈ krylov A (b - A x₀) (m + 1)
      have e := Function.iterate_succ_apply' (⇑A) i (b - A x₀)
      rw [← e]
      exact mem_firstSpan (fun i => (⇑A)^[i] (b - A x₀)) (i + 1) (by omega)
    have hRP (i : ℕ) : 𝐫 i ∈ krylov A (b - A x₀) (i + 1) ∧
        𝐩 i ∈ krylov A (b - A x₀) (i + 1) := by
      induction i with
      | zero =>
        have h0 : b - A x₀ ∈ krylov A (b - A x₀) (0 + 1) :=
          mem_firstSpan (fun i => (⇑A)^[i] (b - A x₀)) 0 (by omega)
        exact ⟨h0, h0⟩
      | succ i ih =>
        have hr : 𝐫 (i + 1) ∈ krylov A (b - A x₀) (i + 1 + 1) :=
          Submodule.sub_mem _ (up _ (i + 1) _ (by omega) ih.1)
            (Submodule.smul_mem _ (𝐚 i) (hA _ ih.2))
        exact ⟨hr, Submodule.add_mem _ hr
          (Submodule.smul_mem _ _ (up _ (i + 1) _ (by omega) ih.2))⟩
    exact firstSpan_le fun i hi => up _ (i + 1) k hi (hRP i).2
```

## The average and its strict minimality

The hypothesis `hk` says that r₀, …, rₖ are nonzero, so all weights are defined. If rₖ = 0, then xₖ already solves the system. In the proof, `hs` is the identity s = ∑ᵢ wᵢrᵢ, and `Finset.sum_eq_single` keeps the one term that orthogonality leaves.

```lean
/-- For symmetric positive definite `A` and nonzero `r_0, ..., r_k`, the weights sum to one, and
the residual of the weighted average has the same inner product with every `r_j`, `j ≤ k`. -/
theorem average_residual (h : IsSPD A) (k : ℕ) (hk : ∀ i ≤ k, 𝐫 i ≠ 0) :
    ∑ i ∈ Finset.range (k + 1), weight A b x₀ k i = 1 ∧
    ∀ j ≤ k, ⟪b - A (weightedAverage A b x₀ k), 𝐫 j⟫_ℝ =
      (∑ i ∈ Finset.range (k + 1), 1 / ‖𝐫 i‖ ^ 2)⁻¹ := by
  have hW : 0 < ∑ i ∈ Finset.range (k + 1), 1 / ‖𝐫 i‖ ^ 2 := by
    refine Finset.sum_pos (fun i hi => ?_) ⟨0, by simp⟩
    have := norm_pos_iff.2 (hk i (Nat.lt_succ_iff.1 (Finset.mem_range.1 hi)))
    positivity
  have h1 : ∑ i ∈ Finset.range (k + 1), weight A b x₀ k i = 1 := by
    simp only [weight]
    rw [← Finset.sum_div, div_self hW.ne']
  -- the residual of the average is the average of the residuals
  have hs : b - A (weightedAverage A b x₀ k) =
      ∑ i ∈ Finset.range (k + 1), weight A b x₀ k i • 𝐫 i := by
    simp only [residual_eq, smul_sub, Finset.sum_sub_distrib, ← Finset.sum_smul, h1, one_smul,
      weightedAverage, map_sum, map_smul]
  refine ⟨h1, fun j hj => ?_⟩
  rw [hs, sum_inner, Finset.sum_eq_single j]
  · rw [real_inner_smul_left, real_inner_self_eq_norm_sq, weight, div_mul_eq_mul_div,
      one_div_mul_cancel (pow_ne_zero 2 (norm_ne_zero_iff.2 (hk j hj))), one_div]
  · intro i _ hij
    rw [real_inner_smul_left]
    rcases lt_or_gt_of_ne hij with hl | hl
    · rw [real_inner_comm, (orthogonality h j i hl).2.1, mul_zero]
    · rw [(orthogonality h i j hl).2.1, mul_zero]
  · exact fun hn => absurd (Finset.mem_range.2 (Nat.lt_succ_of_le hj)) hn
```

The final theorem has two parts: x̄ − x₀ lies in the Krylov space, and every other `y` with y − x₀ in that space has a strictly larger residual norm. Together they say that x̄ is the unique minimizer.

In the proof, `hmem` gives membership, `hle` the orthogonality of s to AKₖ, and `hpos` the inequality Az ≠ 0. The expansion `norm_add_sq_real` then becomes Pythagoras, because `horth` removes the cross term.

```lean
/-- For symmetric positive definite `A` and nonzero `r_0, ..., r_k`, the average of the conjugate
gradient iterates with weights proportional to `1/‖r_i‖²` is the unique minimizer of `‖b - A y‖`
over `x₀` plus the `k`-th Krylov space of `r_0`. -/
theorem weightedAverage_minimizes_residual (h : IsSPD A) (k : ℕ) (hk : ∀ i ≤ k, 𝐫 i ≠ 0) :
    weightedAverage A b x₀ k - x₀ ∈ krylov A (b - A x₀) k ∧
    ∀ y, y - x₀ ∈ krylov A (b - A x₀) k → y ≠ weightedAverage A b x₀ k →
      ‖b - A (weightedAverage A b x₀ k)‖ < ‖b - A y‖ := by
  obtain ⟨h1, hj⟩ := average_residual h k hk
  rw [krylov_eq h k]
  have hx : ∀ i ≤ k, 𝐱 i - x₀ ∈ 𝐏 k := by
    intro i
    induction i with
    | zero =>
      intro _
      have e : 𝐱 0 - x₀ = 0 := sub_self x₀
      rw [e]
      exact Submodule.zero_mem _
    | succ i ih =>
      intro hi
      have e : 𝐱 (i + 1) - x₀ = (𝐱 i - x₀) + 𝐚 i • 𝐩 i := add_sub_right_comm _ _ _
      rw [e]
      exact Submodule.add_mem _ (ih (by omega))
        (Submodule.smul_mem _ _ (mem_firstSpan (fun j => 𝐩 j) i (by omega)))
  have hmem : weightedAverage A b x₀ k - x₀ ∈ 𝐏 k := by
    have e : weightedAverage A b x₀ k - x₀ =
        ∑ i ∈ Finset.range (k + 1), weight A b x₀ k i • (𝐱 i - x₀) := by
      simp only [smul_sub, Finset.sum_sub_distrib, ← Finset.sum_smul, h1, one_smul,
        weightedAverage]
    rw [e]
    exact Submodule.sum_mem _ fun i hi =>
      Submodule.smul_mem _ _ (hx i (Nat.lt_succ_iff.1 (Finset.mem_range.1 hi)))
  refine ⟨hmem, fun y hy hne => ?_⟩
  -- the residual of the average is orthogonal to the image of the Krylov space
  have hle : 𝐏 k ≤
      (Submodule.span ℝ {b - A (weightedAverage A b x₀ k)}).orthogonal.comap A := by
    refine firstSpan_le fun i hi => ?_
    change A (𝐩 i) ∈ (Submodule.span ℝ {b - A (weightedAverage A b x₀ k)}).orthogonal
    rw [Submodule.mem_orthogonal_singleton_iff_inner_right, apply_direction h i,
      real_inner_smul_right, inner_sub_right, hj i hi.le, hj (i + 1) hi, sub_self, mul_zero]
  have hz : weightedAverage A b x₀ k - y ∈ 𝐏 k := by
    have := Submodule.sub_mem _ hmem hy
    rwa [sub_sub_sub_cancel_right] at this
  have horth := Submodule.mem_orthogonal_singleton_iff_inner_right.1 (hle hz)
  have hpos : 0 < ‖A (weightedAverage A b x₀ k - y)‖ := by
    refine norm_pos_iff.2 fun h0 => ?_
    have := h.2 _ (sub_ne_zero.2 hne.symm)
    rw [h0, inner_zero_right] at this
    exact lt_irrefl _ this
  have e : b - A y = (b - A (weightedAverage A b x₀ k)) +
      A (weightedAverage A b x₀ k - y) := by
    rw [map_sub]
    abel
  -- Pythagoras
  refine lt_of_pow_lt_pow_left₀ 2 (norm_nonneg _) ?_
  rw [e, norm_add_sq_real, horth]
  have := pow_pos hpos 2
  linarith

end

end ConjugateGradientAveraging
```

```lean
#print axioms ConjugateGradientAveraging.weightedAverage_minimizes_residual
```

```
'ConjugateGradientAveraging.weightedAverage_minimizes_residual' depends on axioms: [propext, Classical.choice, Quot.sound]
```

The hypotheses on A hold, for example, for the usual finite-element matrix of −∇² when the potential is fixed on the boundary and the boundary values are eliminated from the unknowns. The theorem assumes exact arithmetic, whereas rounding errors in a computation disturb the orthogonality of the residuals. It is stated for real spaces and does not cover indefinite operators. With a symmetric positive definite preconditioner M it applies to the operator M⁻¹A in the inner product defined by M, and the residual becomes M⁻¹r with r = b − Ax. The weights are then proportional to 1/⟨rᵢ, M⁻¹rᵢ⟩, and the average minimizes ⟨r, M⁻¹r⟩ instead of ‖r‖².
